# The exciton commutator and the phase-space-filling coefficient 16πa²/7 of the two-dimensional 1s state

## One electron mode and one hole mode

Let a_0 annihilate an electron and b_0 a hole. The two are fermion modes, and every electron operator anticommutes with every hole operator. The pair annihilator is B = b_0 a_0, with adjoint B† = a_0† b_0†. Since a_0†a_0 commutes with b_0,

B B† = b_0 (1 − a_0†a_0) b_0† = (1 − a_0†a_0)(1 − b_0†b_0)

B† B = a_0†a_0 b_0†b_0

and the difference is

[B, B†] = 1 − a_0†a_0 − b_0†b_0.

On the empty state this equals 1, as for a boson. With only an electron or only a hole present it is 0, and with both present it is −1. The departure from bosonic behaviour is Pauli blocking.

## Many modes and a wavefunction

An exciton spreads the pair over many modes. For a finite set of labels k and complex amplitudes φ_k, define

B_φ = Σ_k conj(φ_k) b_k a_k.

For an exciton at rest, k can label an electron of wavevector k together with its partner hole of wavevector −k, at fixed spin.

To find the commutator of b_k a_k with a_l† b_l†, move the creation operators to the left:

b_k a_k a_l† b_l† = δ_kl b_k b_l† − b_k a_l† a_k b_l†

−b_k a_l† a_k b_l† = a_l† b_k a_k b_l† = −a_l† b_k b_l† a_k = −δ_kl a_l† a_k + a_l† b_l† b_k a_k.

The last term is the reversed product, which the commutator subtracts. For k = l, b_k b_k† = 1 − b_k†b_k, so

[b_k a_k, a_l† b_l†] = δ_kl (1 − a_k†a_k − b_k†b_k).

Multiplying by conj(ψ_k) φ_l and summing over both labels leaves the diagonal:

[B_ψ, B_φ†] = Σ_k conj(ψ_k) φ_k (1 − a_k†a_k − b_k†b_k).

Setting ψ = φ gives the weights |φ_k|². Two annihilators commute, [B_ψ, B_φ] = 0, because exchanging b_k a_k with b_l a_l takes four sign changes.

## Occupied states weaken each mode's contribution

Light with a k-independent dipole matrix element couples to the uniform pair operator P = Σ_k b_k a_k, which is B_ψ with every ψ_k = 1. Suppose that the mean electron and hole occupations are both n|φ_k|². With Σ_k |φ_k|² = 1, this represents a dilute gas of n excitons in the state φ, each contributing |φ_k|² to the occupations, at lowest order in density. Then

⟨[P, B_φ†]⟩ = Σ_k φ_k (1 − 2n|φ_k|²).

The factor 2 counts one blocked electron state and one blocked hole state.

## The coefficient for the two-dimensional 1s state

Take a > 0 and

φ(k) = √(8π) a (1 + k²a²)^(−3/2).

Here a without a subscript is a length, and the real-space function decays as exp(−r/a). This is the 1s state for an attraction proportional to 1/r in the plane, with a equal to half the three-dimensional Bohr radius for the same reduced mass and dielectric constant. For q > 0,

d/dk [ −(1 + k²a²)^(−q) / (2qa²) ] = k (1 + k²a²)^(−q−1),

and therefore

∫_0^∞ k (1 + k²a²)^(−q−1) dk = 1/(2qa²).

The power φ^m has exponent −3m/2, so q = 3m/2 − 1 and, for every integer m ≥ 1,

∫_0^∞ k φ^m dk = (√(8π) a)^m / ((3m − 2)a²).

The case m = 2 gives 2π, which is the normalisation ∫ φ² d²k/(2π)² = 1. The cases m = 1 and m = 3 give

∫ kφ dk = √(8π)/a,  ∫ kφ³ dk = 8π √(8π) a/7,

so twice their ratio is 16πa²/7. Replacing the sum over k by a radial integral, with n now the number per area of excitons with the chosen electron and hole spins, yields

∫ kφ(1 − 2nφ²) dk / ∫ kφ dk = 1 − (16πa²/7) n.

This bears on the saturation of exciton absorption and of exciton–photon coupling in polariton models, within a model that keeps φ fixed and includes Pauli blocking alone. The factor gives ⟨[P, B_φ†]⟩ relative to its value at n = 0; relating it to an absorption strength or to an exciton–photon coupling takes a further calculation, which is not done here. Since φ(0)² = 8πa², occupations stay at or below one only for n ≤ 1/(8πa²), where the factor is still at least 5/7.

## How the physics is encoded

The operators live in `A`, a complex algebra with an adjoint `star` that conjugates scalars. `PairCAR a b` collects the canonical anticommutation relations for two families indexed by `ι`; no Hilbert space is chosen. `exciton a b φ` is B_φ, and commutators are written out as differences of products.

In `phase_space_filling`, the expectation value is a complex-linear functional `ω` with `ω 1 = 1`. Positivity is not required. The occupations enter as the hypotheses `ha` and `hb`; they are not derived from an exciton state or from a Hamiltonian.

The function `phi1s a k` is real, and its integrals are Lebesgue integrals over `Ioi 0`, that is, k > 0. The angular factor cancels in the ratios. `linear_bleaching` holds for every real `n`. The operator theorems concern finite sums and the radial theorems concern integrals; the continuum limit joining them is a physical step taken here in prose. Screening, exchange and changes of the wavefunction with density are absent.

In Lean 4 with Mathlib:

```lean
import Mathlib

open MeasureTheory Set Filter

namespace ExcitonPhaseSpaceFilling

noncomputable section

/-- Canonical anticommutation relations for electron modes `a k` and hole modes `b k`. -/
structure PairCAR {A ι : Type*} [Ring A] [StarRing A] [DecidableEq ι] (a b : ι → A) : Prop where
  aa : ∀ k l, a k * a l + a l * a k = 0
  bb : ∀ k l, b k * b l + b l * b k = 0
  ab : ∀ k l, a k * b l + b l * a k = 0
  aad : ∀ k l, a k * star (a l) + star (a l) * a k = if k = l then 1 else 0
  bbd : ∀ k l, b k * star (b l) + star (b l) * b k = if k = l then 1 else 0
  abd : ∀ k l, a k * star (b l) + star (b l) * a k = 0

/-- The exciton annihilation operator `B = ∑ conj(φ_k) b_k a_k`. -/
def exciton {A ι : Type*} [Ring A] [Algebra ℂ A] [Fintype ι] (a b : ι → A) (φ : ι → ℂ) : A :=
  ∑ k, star (φ k) • (b k * a k)

/-- One electron mode and one hole mode, written as 4 × 4 matrices, satisfy the canonical
anticommutation relations. -/
theorem pairCAR_witness :
    PairCAR (fun _ : Fin 1 => (!![0, 0, 1, 0; 0, 0, 0, 1; 0, 0, 0, 0; 0, 0, 0, 0] :
        Matrix (Fin 4) (Fin 4) ℂ))
      (fun _ : Fin 1 => !![0, 1, 0, 0; 0, 0, 0, 0; 0, 0, 0, -1; 0, 0, 0, 0]) := by
  -- the two creation operators as explicit matrices
  have sa : (!![0, 0, 1, 0; 0, 0, 0, 1; 0, 0, 0, 0; 0, 0, 0, 0] :
      Matrix (Fin 4) (Fin 4) ℂ).conjTranspose
      = !![0, 0, 0, 0; 0, 0, 0, 0; 1, 0, 0, 0; 0, 1, 0, 0] := by
    ext i j
    fin_cases i <;> fin_cases j <;> simp [Matrix.conjTranspose_apply]
  have sb : (!![0, 1, 0, 0; 0, 0, 0, 0; 0, 0, 0, -1; 0, 0, 0, 0] :
      Matrix (Fin 4) (Fin 4) ℂ).conjTranspose
      = !![0, 0, 0, 0; 1, 0, 0, 0; 0, 0, 0, 0; 0, 0, -1, 0] := by
    ext i j
    fin_cases i <;> fin_cases j <;> simp [Matrix.conjTranspose_apply]
  constructor <;> intro k l <;> obtain rfl := Subsingleton.elim k l <;> ext i j <;>
    fin_cases i <;> fin_cases j <;>
    simp [Matrix.star_eq_conjTranspose, sa, sb]

/-- The commutator of two sums is the double sum of the commutators. -/
theorem commutator_sum {A ι : Type*} [Ring A] [Fintype ι] (f g : ι → A) :
    (∑ k, f k) * (∑ l, g l) - (∑ l, g l) * (∑ k, f k)
      = ∑ k, ∑ l, (f k * g l - g l * f k) := by
  simp only [Finset.sum_sub_distrib]
  rw [Finset.sum_mul_sum, Finset.sum_mul_sum]
  congr 1
  exact Finset.sum_comm

/-- An electron-hole pair operator commutes with the adjoint of a different one; for the same
mode the commutator is one minus the electron and hole occupations. -/
theorem pair_commutator {A ι : Type*} [Ring A] [StarRing A] [DecidableEq ι] {a b : ι → A}
    (h : PairCAR a b) (k l : ι) :
    b k * a k * (star (a l) * star (b l)) - star (a l) * star (b l) * (b k * a k)
      = if k = l then 1 - star (a k) * a k - star (b k) * b k else 0 := by
  have hba : b k * star (a l) + star (a l) * b k = 0 := by
    have := congrArg star (h.abd l k)
    simpa only [star_add, star_mul, star_star, star_zero] using this
  -- move the creation operators to the left, one anticommutator at a time
  have key : b k * a k * (star (a l) * star (b l)) - star (a l) * star (b l) * (b k * a k)
      = b k * (a k * star (a l) + star (a l) * a k) * star (b l)
        - (b k * star (a l) + star (a l) * b k) * (a k * star (b l))
        + star (a l) * b k * (a k * star (b l) + star (b l) * a k)
        - star (a l) * (b k * star (b l) + star (b l) * b k) * a k := by
    noncomm_ring
  rw [key, h.aad, h.bbd, h.abd, hba]
  by_cases hkl : k = l
  · subst hkl
    have hb := h.bbd k k
    rw [if_pos rfl] at hb
    simp only [if_true, mul_one, zero_mul, mul_zero, sub_zero, add_zero]
    rw [eq_sub_of_add_eq hb]
    abel
  · simp [hkl]

variable {A ι : Type*} [Ring A] [StarRing A] [Algebra ℂ A] [StarModule ℂ A]
  [Fintype ι] [DecidableEq ι] {a b : ι → A}

/-- The commutator of an exciton annihilator and an exciton creator is the overlap of their
wavefunctions, with each mode weighted by one minus its electron and hole occupations. -/
theorem exciton_commutator (h : PairCAR a b) (ψ φ : ι → ℂ) :
    exciton a b ψ * star (exciton a b φ) - star (exciton a b φ) * exciton a b ψ
      = ∑ k, (star (ψ k) * φ k) • (1 - star (a k) * a k - star (b k) * b k) := by
  have hs : star (exciton a b φ) = ∑ l, φ l • (star (a l) * star (b l)) := by
    simp only [exciton, star_sum, star_smul, star_star, star_mul]
  rw [hs, exciton, commutator_sum]
  refine Finset.sum_congr rfl fun k _ => ?_
  have step : ∀ l, (star (ψ k) • (b k * a k)) * (φ l • (star (a l) * star (b l)))
      - (φ l • (star (a l) * star (b l))) * (star (ψ k) • (b k * a k))
      = if k = l then (star (ψ k) * φ l) • (1 - star (a k) * a k - star (b k) * b k)
        else 0 := by
    intro l
    rw [smul_mul_smul_comm, smul_mul_smul_comm, mul_comm (φ l) (star (ψ k)), ← smul_sub,
      pair_commutator h, smul_ite, smul_zero]
  simp only [step, Finset.sum_ite_eq, Finset.mem_univ, if_true]

/-- For a single exciton wavefunction, `[B, B†] = ∑ |φ_k|² (1 - a_k†a_k - b_k†b_k)`. -/
theorem exciton_commutator_self (h : PairCAR a b) (φ : ι → ℂ) :
    exciton a b φ * star (exciton a b φ) - star (exciton a b φ) * exciton a b φ
      = ∑ k, ((‖φ k‖ : ℂ) ^ 2) • (1 - star (a k) * a k - star (b k) * b k) := by
  rw [exciton_commutator h]
  refine Finset.sum_congr rfl fun k _ => ?_
  rw [← Complex.conj_mul']
  rfl

omit [StarModule ℂ A] in
/-- Any two exciton annihilation operators commute. -/
theorem exciton_commute (h : PairCAR a b) (ψ φ : ι → ℂ) :
    exciton a b ψ * exciton a b φ - exciton a b φ * exciton a b ψ = 0 := by
  rw [exciton, exciton, commutator_sum]
  refine Finset.sum_eq_zero fun k _ => Finset.sum_eq_zero fun l _ => ?_
  have hba : b k * a l + a l * b k = 0 := by rw [add_comm]; exact h.ab l k
  have key : b k * a k * (b l * a l) - b l * a l * (b k * a k)
      = b k * (a k * b l + b l * a k) * a l - (b k * b l + b l * b k) * (a k * a l)
        + b l * b k * (a k * a l + a l * a k) - b l * (b k * a l + a l * b k) * a k := by
    noncomm_ring
  rw [smul_mul_smul_comm, smul_mul_smul_comm, mul_comm (star (φ l)) (star (ψ k)), ← smul_sub,
    key, h.ab, h.bb, h.aa, hba]
  simp

/-- If electrons and holes both have occupation `n |φ_k|²`, the expectation of the commutator
of the uniform pair operator with `B†` is `∑ φ_k (1 - 2 n |φ_k|²)`. -/
theorem phase_space_filling (h : PairCAR a b) (φ : ι → ℂ) (n : ℝ) (ω : A →ₗ[ℂ] ℂ)
    (h1 : ω 1 = 1) (ha : ∀ k, ω (star (a k) * a k) = n * (‖φ k‖ : ℂ) ^ 2)
    (hb : ∀ k, ω (star (b k) * b k) = n * (‖φ k‖ : ℂ) ^ 2) :
    ω (exciton a b (fun _ => 1) * star (exciton a b φ)
        - star (exciton a b φ) * exciton a b (fun _ => 1))
      = ∑ k, φ k * (1 - 2 * n * (‖φ k‖ : ℂ) ^ 2) := by
  rw [exciton_commutator h, map_sum]
  refine Finset.sum_congr rfl fun k _ => ?_
  rw [map_smul, map_sub, map_sub, h1, ha k, hb k, smul_eq_mul, star_one]
  ring

/-- The two-dimensional 1s exciton wavefunction in momentum space, with length `a`. -/
def phi1s (a k : ℝ) : ℝ := Real.sqrt (8 * Real.pi) * a * (1 + k ^ 2 * a ^ 2) ^ (-(3 / 2) : ℝ)

/-- The radial integral of `k (1 + k²a²)^(-q-1)` over `k > 0` converges to `1/(2qa²)`. -/
theorem radial_integral {a q : ℝ} (ha : 0 < a) (hq : 0 < q) :
    IntegrableOn (fun k : ℝ => k * (1 + k ^ 2 * a ^ 2) ^ (-q - 1)) (Ioi 0) ∧
    ∫ k in Ioi (0 : ℝ), k * (1 + k ^ 2 * a ^ 2) ^ (-q - 1) = 1 / (2 * q * a ^ 2) := by
  have hd : ∀ k ∈ Ici (0 : ℝ), HasDerivAt
      (fun k : ℝ => -(1 / (2 * q * a ^ 2)) * (1 + k ^ 2 * a ^ 2) ^ (-q))
      (k * (1 + k ^ 2 * a ^ 2) ^ (-q - 1)) k := by
    intro k _
    have h0 : HasDerivAt (fun k : ℝ => 1 + k ^ 2 * a ^ 2) (2 * k * a ^ 2) k :=
      (((hasDerivAt_pow 2 k).mul_const (a ^ 2)).const_add 1).congr_deriv (by norm_num)
    have hne : 1 + k ^ 2 * a ^ 2 ≠ 0 := by positivity
    refine ((h0.rpow_const (p := -q) (Or.inl hne)).const_mul _).congr_deriv ?_
    have e : 1 / (2 * q * a ^ 2) * (2 * q * a ^ 2) = 1 := one_div_mul_cancel (by positivity)
    linear_combination k * (1 + k ^ 2 * a ^ 2) ^ (-q - 1) * e
  have hp : ∀ k ∈ Ioi (0 : ℝ), 0 ≤ k * (1 + k ^ 2 * a ^ 2) ^ (-q - 1) := by
    intro k hk
    have hk' : 0 < k := hk
    positivity
  have ht : Tendsto (fun k : ℝ => 1 + k ^ 2 * a ^ 2) atTop atTop :=
    tendsto_atTop_add_const_left _ 1
      ((tendsto_pow_atTop two_ne_zero).atTop_mul_const (by positivity))
  have hl := ((tendsto_rpow_neg_atTop hq).comp ht).const_mul (-(1 / (2 * q * a ^ 2)))
  refine ⟨integrableOn_Ioi_deriv_of_nonneg' hd hp hl, ?_⟩
  rw [integral_Ioi_of_hasDerivAt_of_nonneg' hd hp hl]
  simp

/-- Every radial moment `∫ k φⁿ dk` with `n ≥ 1` converges, with the closed form given. -/
theorem moment {a : ℝ} (ha : 0 < a) (n : ℕ) (hn : 1 ≤ n) :
    IntegrableOn (fun k => k * phi1s a k ^ n) (Ioi 0) ∧
    ∫ k in Ioi (0 : ℝ), k * phi1s a k ^ n
      = (Real.sqrt (8 * Real.pi) * a) ^ n / ((3 * (n : ℝ) - 2) * a ^ 2) := by
  have hn' : (1 : ℝ) ≤ n := by exact_mod_cast hn
  obtain ⟨hi, hv⟩ := radial_integral ha (q := 3 * n / 2 - 1) (by linarith)
  have hf : (fun k => k * phi1s a k ^ n) = fun k => (Real.sqrt (8 * Real.pi) * a) ^ n *
      (k * (1 + k ^ 2 * a ^ 2) ^ (-(3 * (n : ℝ) / 2 - 1) - 1)) := by
    funext k
    have hpos : 0 ≤ 1 + k ^ 2 * a ^ 2 := by positivity
    rw [phi1s, mul_pow, ← Real.rpow_natCast ((1 + k ^ 2 * a ^ 2) ^ (-(3 / 2) : ℝ)) n,
      ← Real.rpow_mul hpos,
      show (-(3 / 2) : ℝ) * n = -(3 * (n : ℝ) / 2 - 1) - 1 by ring]
    exact mul_left_comm _ _ _
  rw [hf]
  refine ⟨hi.const_mul _, ?_⟩
  rw [integral_const_mul, hv,
    show 2 * (3 * (n : ℝ) / 2 - 1) * a ^ 2 = (3 * (n : ℝ) - 2) * a ^ 2 by ring, mul_one_div]

/-- The integral of `k φ` is positive, and twice the ratio of the integrals of `k φ³` and
`k φ` is `16 π a² / 7`. -/
theorem saturation_ratio {a : ℝ} (ha : 0 < a) :
    0 < ∫ k in Ioi (0 : ℝ), k * phi1s a k ∧
    2 * (∫ k in Ioi (0 : ℝ), k * phi1s a k ^ 3) / (∫ k in Ioi (0 : ℝ), k * phi1s a k)
      = 16 * Real.pi * a ^ 2 / 7 := by
  have m1 := (moment ha 1 le_rfl).2
  have m3 := (moment ha 3 (by norm_num)).2
  simp only [pow_one] at m1
  have hs : Real.sqrt (8 * Real.pi) ^ 2 = 8 * Real.pi := Real.sq_sqrt (by positivity)
  have hc : (Real.sqrt (8 * Real.pi) * a) ^ 3
      = 8 * Real.pi * a ^ 2 * (Real.sqrt (8 * Real.pi) * a) := by
    linear_combination Real.sqrt (8 * Real.pi) * a ^ 3 * hs
  have hpos : 0 < ∫ k in Ioi (0 : ℝ), k * phi1s a k := by
    rw [m1, show 3 * ((1 : ℕ) : ℝ) - 2 = 1 by norm_num]
    positivity
  refine ⟨hpos, ?_⟩
  rw [div_eq_iff hpos.ne', m1, m3, hc, show 3 * ((1 : ℕ) : ℝ) - 2 = 1 by norm_num,
    show 3 * ((3 : ℕ) : ℝ) - 2 = 7 by norm_num]
  ring

/-- With electron and hole occupations `n φ²`, the radial integral of `k φ (1 - 2 n φ²)`
relative to that of `k φ` is `1 - (16 π a² / 7) n`. -/
theorem linear_bleaching {a : ℝ} (ha : 0 < a) (n : ℝ) :
    (∫ k in Ioi (0 : ℝ), k * phi1s a k * (1 - 2 * n * phi1s a k ^ 2))
      / (∫ k in Ioi (0 : ℝ), k * phi1s a k) = 1 - 16 * Real.pi * a ^ 2 / 7 * n := by
  obtain ⟨hpos, hr⟩ := saturation_ratio ha
  have i1 := (moment ha 1 le_rfl).1
  have i3 := (moment ha 3 (by norm_num)).1
  simp only [pow_one] at i1
  have hf : (fun k => k * phi1s a k * (1 - 2 * n * phi1s a k ^ 2))
      = fun k => k * phi1s a k - 2 * n * (k * phi1s a k ^ 3) := by
    funext k
    ring
  rw [div_eq_iff hpos.ne'] at hr ⊢
  rw [hf, integral_sub i1 (i3.const_mul _), integral_const_mul]
  linear_combination -n * hr

end

end ExcitonPhaseSpaceFilling
```

```lean
#print axioms ExcitonPhaseSpaceFilling.exciton_commutator_self
#print axioms ExcitonPhaseSpaceFilling.exciton_commute
#print axioms ExcitonPhaseSpaceFilling.phase_space_filling
#print axioms ExcitonPhaseSpaceFilling.linear_bleaching
```

```
'ExcitonPhaseSpaceFilling.exciton_commutator_self' depends on axioms: [propext, Classical.choice, Quot.sound]
'ExcitonPhaseSpaceFilling.exciton_commute' depends on axioms: [propext, Classical.choice, Quot.sound]
'ExcitonPhaseSpaceFilling.phase_space_filling' depends on axioms: [propext, Classical.choice, Quot.sound]
'ExcitonPhaseSpaceFilling.linear_bleaching' depends on axioms: [propext, Classical.choice, Quot.sound]
```

## Anticommutators inserted one at a time

`pairCAR_witness` realises the opening example in the basis empty, hole, electron, pair. The minus sign in the hole matrix makes the two species anticommute. The proof computes both adjoints and checks the relations entry by entry.

`pair_commutator` carries out the reordering above. Its identity `key` writes the commutator as a combination of products that each contain a complete anticommutator, and `noncomm_ring` verifies it without assuming any relation between the operators. Rewriting with the `PairCAR` relations then evaluates each anticommutator. The relation `hba`, between b_k and a_l†, is the adjoint of one in the structure. A case split on `k = l` finishes the proof.

`commutator_sum` turns a commutator of sums into a double sum. `exciton_commutator` applies it, pulls out the scalars, and collapses the sum over l with `Finset.sum_ite_eq`. `exciton_commutator_self` replaces conj(φ_k) φ_k by |φ_k|². `exciton_commute` uses the same method as `pair_commutator`, with every anticommutator now zero. `phase_space_filling` applies `ω` term by term and inserts the assumed occupations.

## One antiderivative for all the moments

`radial_integral` differentiates the antiderivative given above (`hd`), shows that the integrand is nonnegative (`hp`), and finds the antiderivative's limit at infinity (`hl`). Together these give both convergence and the value.

`moment` rewrites the power of φ as a constant times that integrand, with q = 3m/2 − 1; the exponent m is called `n` in the code. `saturation_ratio` takes the first and third moments, proves the denominator positive, and simplifies using (√(8π))² = 8π. Finally, `linear_bleaching` splits the integral by linearity, which the convergence of both moments permits, and substitutes the ratio.
